# The KMS relation at one fixed imaginary time characterises multiples of the Gibbs weight

For a finite matrix Hamiltonian H, let A(s) = exp(sH) A exp(−sH), and fix complex numbers β and τ. The theorem says that a matrix ρ satisfies Tr(ρ B A(τ−β)) = Tr(ρ A(τ) B) for all matrices A and B exactly when ρ = c exp(−βH) for some complex c. Neither hermiticity of H nor positivity or normalisation of ρ is assumed; if ρ has unit trace, then c = 1/Tr exp(−βH). For the forward direction, the attempt strips off the trace to get A(τ−β)ρ = ρA(τ), deduces that exp(βH)ρ commutes with every matrix, and concludes that it is a scalar matrix. The converse uses the KMS relation already proved for the Gibbs weight.

This version doesn't compile in Lean 4 with Mathlib:

```lean
import Mathlib

open Matrix
open scoped ComplexOrder

namespace MatsubaraKMS

noncomputable section

variable {n : Type*} [Fintype n] [DecidableEq n]

/-- The exponential `exp(sH)` of a Hamiltonian matrix, for complex `s`. -/
def propagator (H : Matrix n n ℂ) (s : ℂ) : Matrix n n ℂ :=
  NormedSpace.exp (s • H)

/-- The operator `A(s) = exp(sH) A exp(-sH)` at imaginary time `s`. -/
def evolve (H A : Matrix n n ℂ) (s : ℂ) : Matrix n n ℂ :=
  propagator H s * A * propagator H (-s)

/-- Exponentials of the same Hamiltonian compose by adding their imaginary times. -/
theorem propagator_add (H : Matrix n n ℂ) (s t : ℂ) :
    propagator H (s + t) = propagator H s * propagator H t := by
  unfold propagator
  rw [add_smul]
  exact Matrix.exp_add_of_commute _ _ (((Commute.refl H).smul_left s).smul_right t)

/-- The exponential at zero imaginary time is the identity. -/
theorem propagator_zero (H : Matrix n n ℂ) : propagator H 0 = 1 := by
  unfold propagator
  rw [zero_smul, NormedSpace.exp_zero]

/-- Moving the Gibbs weight from the right of an operator to its left
shifts the imaginary time from `τ - β` to `τ`. -/
theorem evolve_mul_gibbs (H A : Matrix n n ℂ) (β τ : ℂ) :
    evolve H A (τ - β) * propagator H (-β) = propagator H (-β) * evolve H A τ := by
  have h1 : propagator H (-(τ - β)) * propagator H (-β) = propagator H (-τ) := by
    rw [← propagator_add]
    congr 1
    ring
  have h2 : propagator H (τ - β) = propagator H (-β) * propagator H τ := by
    rw [← propagator_add]
    congr 1
    ring
  unfold evolve
  rw [mul_assoc, h1, h2]
  simp only [mul_assoc]

/-- The Kubo-Martin-Schwinger relation
`Tr(exp(-βH) B A(τ-β)) = Tr(exp(-βH) A(τ) B)`, for complex `β` and `τ`. -/
theorem kms (H A B : Matrix n n ℂ) (β τ : ℂ) :
    trace (propagator H (-β) * (B * evolve H A (τ - β))) =
      trace (propagator H (-β) * (evolve H A τ * B)) := by
  -- cyclicity brings the evolved operator to the front
  rw [← mul_assoc, Matrix.trace_mul_comm, ← mul_assoc, evolve_mul_gibbs, mul_assoc]

/-- A matrix `ρ` satisfies the Kubo-Martin-Schwinger relation at one fixed `τ`, for all
operators `A` and `B`, exactly when it is a multiple of the Gibbs weight `exp(-βH)`. -/
theorem kms_iff_gibbs (H ρ : Matrix n n ℂ) (β τ : ℂ) :
    (∀ A B : Matrix n n ℂ,
      trace (ρ * (B * evolve H A (τ - β))) = trace (ρ * (evolve H A τ * B))) ↔
      ∃ c : ℂ, ρ = c • propagator H (-β) := by
  constructor
  · intro h
    -- the trace pairing is nondegenerate, so the relation holds for operators
    have hop : ∀ A, evolve H A (τ - β) * ρ = ρ * evolve H A τ := by
      intro A
      have hB : ∀ B, trace (B * (evolve H A (τ - β) * ρ - ρ * evolve H A τ)) = 0 := by
        intro B
        have e1 : trace (B * (evolve H A (τ - β) * ρ)) =
            trace (ρ * (B * evolve H A (τ - β))) := by
          rw [← mul_assoc, Matrix.trace_mul_comm]
        have e2 : trace (B * (ρ * evolve H A τ)) = trace (ρ * (evolve H A τ * B)) := by
          rw [Matrix.trace_mul_comm, mul_assoc]
        rw [mul_sub, Matrix.trace_sub, e1, e2, h A B, sub_self]
      exact sub_eq_zero.mp (Matrix.trace_conjTranspose_mul_self_eq_zero_iff.mp (hB _))
    have hinv : ∀ s, propagator H s * propagator H (-s) = 1 := by
      intro s
      rw [← propagator_add, add_neg_cancel, propagator_zero]
    have hinv' : ∀ s, propagator H (-s) * propagator H s = 1 := by
      intro s
      rw [← propagator_add, neg_add_cancel, propagator_zero]
    -- exp(βH) ρ commutes with every operator
    have hcomm : ∀ C, C * (propagator H β * ρ) = propagator H β * ρ * C := by
      intro C
      have hτ : evolve H (propagator H (-τ) * C * propagator H τ) τ = C := by
        unfold evolve
        calc _ = (propagator H τ * propagator H (-τ)) * C *
              (propagator H τ * propagator H (-τ)) := by simp only [mul_assoc]
          _ = C := by rw [hinv, one_mul, mul_one]
      have hs := evolve_mul_gibbs H (propagator H (-τ) * C * propagator H τ) β τ
      rw [hτ] at hs
      have hC := hop (propagator H (-τ) * C * propagator H τ)
      rw [hτ] at hC
      have hE : evolve H (propagator H (-τ) * C * propagator H τ) (τ - β) =
          propagator H (-β) * C * propagator H β := by
        rw [← hs, mul_assoc, hinv', mul_one]
      rw [hE] at hC
      calc C * (propagator H β * ρ)
          = (propagator H β * propagator H (-β)) * C * (propagator H β * ρ) := by
            rw [hinv, one_mul]
        _ = propagator H β * (propagator H (-β) * C * propagator H β * ρ) := by
            simp only [mul_assoc]
        _ = propagator H β * ρ * C := by rw [hC, mul_assoc]
    -- hence it is a scalar matrix
    obtain ⟨c, hc⟩ := Matrix.mem_range_scalar_iff_commute_single'.mpr
      (fun i j => hcomm (Matrix.single i j 1))
    have hX : propagator H β * ρ = c • (1 : Matrix n n ℂ) := by
      rw [← hc, Matrix.smul_one_eq_diagonal]
      rfl
    refine ⟨c, ?_⟩
    calc ρ = propagator H (-β) * (propagator H β * ρ) := by
          rw [← mul_assoc, hinv', one_mul]
      _ = c • propagator H (-β) := by rw [hX, Matrix.mul_smul, mul_one]
  · rintro ⟨c, rfl⟩ A B
    rw [Matrix.smul_mul, Matrix.smul_mul, Matrix.trace_smul, Matrix.trace_smul, kms]

end

end MatsubaraKMS
```

Compiling this gives:

```
Main.lean:96:29: error: Tactic `rewrite` failed: Did not find an occurrence of the pattern
  propagator H (-?s) * propagator H ?s
in the target expression
  evolve H (propagator H (-τ) * (C * propagator H τ)) (τ - β) =
    evolve H (propagator H (-τ) * (C * propagator H τ)) (τ - β) * propagator H (-β) * propagator H β

n : Type u_1
inst✝¹ : Fintype n
inst✝ : DecidableEq n
H ρ : Matrix n n ℂ
β τ : ℂ
h : ∀ (A B : Matrix n n ℂ), (ρ * (B * evolve H A (τ - β))).trace = (ρ * (evolve H A τ * B)).trace
hop : ∀ (A : Matrix n n ℂ), evolve H A (τ - β) * ρ = ρ * evolve H A τ
hinv : ∀ (s : ℂ), propagator H s * propagator H (-s) = 1
hinv' : ∀ (s : ℂ), propagator H (-s) * propagator H s = 1
C : Matrix n n ℂ
hτ : evolve H (propagator H (-τ) * C * propagator H τ) τ = C
hs : evolve H (propagator H (-τ) * C * propagator H τ) (τ - β) * propagator H (-β) = propagator H (-β) * C
hC : evolve H (propagator H (-τ) * C * propagator H τ) (τ - β) * ρ = ρ * C
⊢ evolve H (propagator H (-τ) * (C * propagator H τ)) (τ - β) =
    evolve H (propagator H (-τ) * (C * propagator H τ)) (τ - β) * propagator H (-β) * propagator H β
```

As a diff, the version that Lean accepts:

```diff
@@ -94,5 +94,6 @@
       have hE : evolve H (propagator H (-τ) * C * propagator H τ) (τ - β) =
           propagator H (-β) * C * propagator H β := by
-        rw [← hs, mul_assoc, hinv', mul_one]
+        rw [← hs, mul_assoc (evolve H (propagator H (-τ) * C * propagator H τ) (τ - β))
+          (propagator H (-β)) (propagator H β), hinv', mul_one]
       rw [hE] at hC
       calc C * (propagator H β * ρ)
```

Diagnosis. The error is in the proof of `hE`. After `rw [← hs]`, the right-hand side is a product of three factors, the evolved operator, `propagator H (-β)` and `propagator H β`, bracketed to the left. The next step should group the last two so that `hinv'` can replace them by 1.

But `mul_assoc` was given no arguments, and `rw` settled on another triple product, `propagator H (-τ) * C * propagator H τ`, inside the argument of `evolve`. It rebracketed that product on both sides, as the goal in the message shows, and left the outer one alone. The two exponentials therefore never formed a product of their own, and `hinv'` found no match for its pattern.

The repair gives `mul_assoc` its three factors explicitly, so it regroups the outer product. Then `hinv'` turns the pair into 1, `mul_one` removes it, and the two sides are identical.
